# A nonexpansive self-consistency map mixed with a fixed reference density at weight strictly between 0 and 1 has exactly one self-consistent density

In a self-consistent calculation, a map $F$ takes an input density to an output density, and a solution is a density that reproduces itself. Here the output is mixed with a fixed reference density $u$, and the theorem says that for $0 < s < 1$ the equation $x = s\,u + (1-s)\,F(x)$ has exactly one solution, provided $F$ never increases the distance between two densities. The densities are modelled as arbitrary vectors of a complete real inner product space, with no positivity or normalisation imposed, and $F$ is not tied to any particular Hamiltonian or functional. The attempt shows that the right-hand side, as a function of $x$, contracts distances by the factor $1-s$, and then takes existence and uniqueness from Mathlib's fixed-point results for `ContractingWith`.

This version doesn't compile in Lean 4 with Mathlib:

```lean
import Mathlib

open Filter Topology Set
open scoped InnerProductSpace

namespace ExistsUniqueRegularized

variable {H : Type*} [NormedAddCommGroup H] [InnerProductSpace ℝ H]

/-- The map `F` never increases the distance between two densities. -/
def Nonexpansive (F : H → H) : Prop := ∀ x y, ‖F x - F y‖ ≤ ‖x - y‖

/-- The density `x` solves the self-consistency equation in which the output of `F` is mixed
with the reference density `u` at weight `s`. -/
def IsRegularized (F : H → H) (u : H) (s : ℝ) (x : H) : Prop :=
  x = s • u + (1 - s) • F x

/-- For a nonexpansive map on a Hilbert space and `0 < s < 1`, the regularized equation has
exactly one solution. -/
theorem existsUnique_regularized [CompleteSpace H] {F : H → H} (hF : Nonexpansive F) (u : H)
    {s : ℝ} (hs : s ∈ Ioo (0 : ℝ) 1) : ∃! x, IsRegularized F u s x := by
  have h0 : 0 ≤ 1 - s := by linarith [hs.2]
  -- the regularized map contracts distances by the factor 1 - s
  have hG : ContractingWith (⟨1 - s, h0⟩ : NNReal) (fun x => s • u + (1 - s) • F x) := by
    refine ⟨?_, LipschitzWith.of_dist_le_mul ?_⟩
    · rw [← NNReal.coe_lt_coe]
      change 1 - s < 1
      linarith [hs.1]
    · intro x y
      rw [dist_eq_norm, dist_eq_norm]
      change ‖(s • u + (1 - s) • F x) - (s • u + (1 - s) • F y)‖ ≤ (1 - s) * ‖x - y‖
      rw [add_sub_add_left_eq_sub, ← smul_sub, norm_smul, Real.norm_of_nonneg h0]
      exact mul_le_mul_of_nonneg_left (hF x y) h0
  exact ⟨ContractingWith.fixedPoint _ hG, Eq.symm hG.fixedPoint_isFixedPt,
    fun y hy => hG.fixedPoint_unique (Eq.symm hy)⟩

end ExistsUniqueRegularized
```

The error:

```
Main.lean:26:10: error: Tactic `rewrite` failed: Did not find an occurrence of the pattern
  @LT.lt NNReal NNReal.instPartialOrder.toLT ?m.86 ?m.87
in the target expression
  @LT.lt NNReal NNReal.instPartialOrder.toLT ⟨1 - s, h0⟩ 1

case refine_1
H : Type u_1
inst✝² : NormedAddCommGroup H
inst✝¹ : InnerProductSpace ℝ H
inst✝ : CompleteSpace H
F : H → H
hF : Nonexpansive F
u : H
s : ℝ
hs : s ∈ Ioo 0 1
h0 : 0 ≤ 1 - s
⊢ ⟨1 - s, h0⟩ < 1

Note: The target expression is not type-correct under the `implicit` transparency level, which may have triggered the failure. This is usually caused by unfolding of semireducible definitions in prior tactic steps. Use `set_option linter.tacticCheckInstances true` to investigate the source of the issue.
Full error:
  Application type mismatch: The argument
    ⟨1 - s, h0⟩
  has type
    { r // 0 ≤ r }
  but is expected to have type
    NNReal
  in the application
    LT.lt ⟨1 - s, h0⟩
```

The error arises in proving that the contraction constant is below 1. The rewrite `← NNReal.coe_lt_coe` looks for an inequality between two terms of type `NNReal`, and the goal `⟨1 - s, h0⟩ < 1` looks like one. But the anonymous constructor has produced a term whose type is the underlying subtype `{ r // 0 ≤ r }`, despite the annotation `: NNReal`. At the `implicit` transparency level Lean does not identify the two types, so the target is not type-correct there and the pattern is not found.

The repair uses `Real.toNNReal (1 - s)` as the constant, which has type `NNReal` outright, so the rewrite can match. This function replaces negative numbers by zero, so the new fact `hK` uses `h0` to record that its real value is still `1 - s`. Rewriting with `hK` and `NNReal.coe_one` then gives `1 - s < 1`, in place of the old `change`. In the distance estimate, `hK` likewise turns the new constant into the factor `1 - s` that the remaining steps expect.

After these edits no error is left:

```diff
@@ -22,11 +22,11 @@
   have h0 : 0 ≤ 1 - s := by linarith [hs.2]
   -- the regularized map contracts distances by the factor 1 - s
-  have hG : ContractingWith (⟨1 - s, h0⟩ : NNReal) (fun x => s • u + (1 - s) • F x) := by
+  have hK : (Real.toNNReal (1 - s) : ℝ) = 1 - s := Real.coe_toNNReal _ h0
+  have hG : ContractingWith (Real.toNNReal (1 - s)) (fun x => s • u + (1 - s) • F x) := by
     refine ⟨?_, LipschitzWith.of_dist_le_mul ?_⟩
-    · rw [← NNReal.coe_lt_coe]
-      change 1 - s < 1
+    · rw [← NNReal.coe_lt_coe, hK, NNReal.coe_one]
       linarith [hs.1]
     · intro x y
-      rw [dist_eq_norm, dist_eq_norm]
+      rw [dist_eq_norm, dist_eq_norm, hK]
       change ‖(s • u + (1 - s) • F x) - (s • u + (1 - s) • F y)‖ ≤ (1 - s) * ‖x - y‖
       rw [add_sub_add_left_eq_sub, ← smul_sub, norm_smul, Real.norm_of_nonneg h0]
```
